# A Householder reflection that commutes with a time reversal satisfying \(T^2=-1\), for vectors with equal norms, real overlap and \(\langle x,Ty\rangle=0\)

The reflection below is built from a unit vector \(u\), and the difference of the two vectors it connects is written as \(x-y=r\,u\) with \(r\) real. This keeps the definition free of division, and the familiar form with \(\|x-y\|^2\) in the denominator becomes a theorem. For distinct vectors such a \(u\) always exists: take \(r=\|x-y\|\) and \(u=(x-y)/r\).

## The reflection through a Kramers pair

Let \(T\) be a time reversal on a complex inner product space: a conjugate-linear map with \(\langle Ta,Tb\rangle=\langle b,a\rangle\) and \(T^2=-1\), as for a system of half-integer total spin. Inner products are conjugate-linear in the first argument. For a unit vector \(u\), define

\[
Pz=z-2Qz,\qquad Qz=\langle u,z\rangle u+\langle Tu,z\rangle Tu .
\]

Suppose that \(x\neq y\), \(\|x\|=\|y\|\), \(\langle x,y\rangle\) is real and \(\langle x,Ty\rangle=0\). With \(v=x-y=ru\), the map \(P\) is unitary, commutes with \(T\), satisfies \(Px=y\), and equals

\[
Pz=z-\frac{2}{\|v\|^2}\bigl(\langle v,z\rangle v+\langle Tv,z\rangle Tv\bigr).
\]

## Eliminating matrix entries without breaking Kramers pairs

In exact arithmetic, if a Hamiltonian matrix \(H\) commutes with a \(T\) satisfying \(T^2=-1\), then so does \(PHP^{-1}\), so an eigensolver can use \(P\) to eliminate entries while keeping the Kramers structure. If the target \(y\) is a nonzero multiple of a basis vector \(e\), the condition \(\langle x,Ty\rangle=0\) requires \(x\) to have no component along \(Te\).

For a small case, take two spin-1/2 doublets with \(T(a,b,c,d)=(-b^*,a^*,-d^*,c^*)\), and let \(x=(3,0,4,0)\) and \(y=(5,0,0,0)\). Both norms are 5, the overlap is 15, and \(Ty=(0,5,0,0)\) is orthogonal to \(x\). Then

\[
v=(-2,0,4,0),\quad Tv=(0,-2,0,4),\quad \|v\|^2=20,\quad \langle v,x\rangle=10,\quad \langle Tv,x\rangle=0,
\]

so \(Px=x-\tfrac{2}{20}\cdot 10\,v=x-v=y\). On components 1 and 3, and identically on components 2 and 4, \(P\) acts as

\[
\begin{pmatrix}0.6&0.8\\0.8&-0.6\end{pmatrix}.
\]

An ordinary Householder reflection along \(v\) would leave components 2 and 4 alone and would not commute with \(T\).

## From antiunitarity to \(Px=y\)

**Orthogonality of partners.** Antiunitarity applied to \(a\) and \(Tb\) gives \(\langle Ta,T^2b\rangle=\langle Tb,a\rangle\). Since \(T^2b=-b\),

\[
\langle Ta,b\rangle=-\langle Tb,a\rangle .
\]

Setting \(a=b\) gives \(\langle Ta,a\rangle=0\). Also \(\|Tu\|=\|u\|=1\), so \(u\) and \(Tu\) are orthonormal.

**Commutation.** Conjugate-linearity gives

\[
TPz=Tz-2\langle z,u\rangle Tu+2\langle z,Tu\rangle u .
\]

In \(PTz\) the coefficients are \(\langle Tu,Tz\rangle=\langle z,u\rangle\) and \(\langle u,Tz\rangle=-\langle z,Tu\rangle\), the latter by conjugating the antisymmetry relation. The two expressions agree.

**Unitarity.** \(Q\) is an orthogonal projection, so \(P^2=1-4Q+4Q^2=1\), which makes \(P\) surjective. Moreover,

\[
\langle Pz,Pw\rangle=\langle z,w\rangle-2\langle Qz,w\rangle-2\langle z,Qw\rangle+4\langle Qz,Qw\rangle=\langle z,w\rangle,
\]

because the last three inner products are equal.

**The usual formula.** Since \(v=ru\) and \(r\) is real, \(Tv=r\,Tu\) and \(\|v\|^2=r^2\neq0\). The bracket in the formula is therefore \(r^2Qz\), and the prefactor \(2/r^2\) restores \(2Qz\).

**The image of \(x\).** Equal norms and real overlap give

\[
r^2=\|x-y\|^2=2\bigl(\|x\|^2-\langle y,x\rangle\bigr)=2\langle x-y,x\rangle=2r\langle u,x\rangle ,
\]

so \(2\langle u,x\rangle=r\). Likewise \(r\langle Tu,x\rangle=\langle Tx,x\rangle-\langle Ty,x\rangle=0\). Hence \(Px=x-ru=y\).

**The converse.** For any \(x\) and any unit \(u\), \(P\) preserves the norm, and \(\langle x,Px\rangle=\langle Px,P^2x\rangle=\langle Px,x\rangle\) is real. Since \(P\) is its own adjoint and commutes with \(T\), \(\langle Tx,Px\rangle=\langle TPx,x\rangle\). Antisymmetry gives the same quantity with the opposite sign, so \(\langle TPx,x\rangle=0\), and by conjugation \(\langle x,TPx\rangle=0\).

## Lean file

```lean
import Mathlib

open ComplexConjugate

namespace KramersHouseholder

noncomputable section

variable {E : Type*} [NormedAddCommGroup E] [InnerProductSpace ℂ E]

/-- A conjugate-linear map `T` is a Kramers time reversal if it is antiunitary and squares
to minus the identity. -/
structure IsKramers (T : E →ₗ⋆[ℂ] E) : Prop where
  inner_map : ∀ a b, inner ℂ (T a) (T b) = inner ℂ b a
  sq : ∀ a, T (T a) = -a

/-- The complex-linear map that sends `z` to `z - 2 (⟨u, z⟩ u + ⟨T u, z⟩ T u)`. -/
def reflection (T : E →ₗ⋆[ℂ] E) (u : E) : E →ₗ[ℂ] E where
  toFun z := z - (2 : ℂ) • (inner ℂ u z • u + inner ℂ (T u) z • T u)
  map_add' a b := by
    simp only [inner_add_right]
    module
  map_smul' c a := by
    simp only [inner_smul_right, RingHom.id_apply]
    module

lemma reflection_apply (T : E →ₗ⋆[ℂ] E) (u z : E) :
    reflection T u z = z - (2 : ℂ) • (inner ℂ u z • u + inner ℂ (T u) z • T u) := rfl

/-- The overlap of a time-reversed state with another state changes sign when the two
states are exchanged. -/
theorem inner_antisymm {T : E →ₗ⋆[ℂ] E} (hT : IsKramers T) (a b : E) :
    inner ℂ (T a) b = -inner ℂ (T b) a := by
  have h := hT.inner_map a (T b)
  rw [hT.sq, inner_neg_right] at h
  linear_combination -h

/-- Every state is orthogonal to its time-reversed partner. -/
theorem kramers_orthogonal {T : E →ₗ⋆[ℂ] E} (hT : IsKramers T) (a : E) :
    inner ℂ (T a) a = 0 := by
  have h := inner_antisymm hT a a
  linear_combination (1 / 2 : ℂ) * h

/-- The reflection through a Kramers pair commutes with time reversal. -/
theorem reflection_commutes {T : E →ₗ⋆[ℂ] E} (hT : IsKramers T) (u z : E) :
    reflection T u (T z) = T (reflection T u z) := by
  have h1 : inner ℂ u (T z) = -inner ℂ z (T u) := by
    rw [← inner_conj_symm u (T z), inner_antisymm hT z u, map_neg, inner_conj_symm]
  rw [reflection_apply, reflection_apply, h1, hT.inner_map]
  simp only [map_sub, map_add, map_smulₛₗ, hT.sq, inner_conj_symm, map_ofNat]
  module

/-- For a unit vector `u`, applying the reflection twice gives back the original state. -/
theorem reflection_involutive {T : E →ₗ⋆[ℂ] E} (hT : IsKramers T) {u : E}
    (hu : ‖u‖ = 1) (z : E) : reflection T u (reflection T u z) = z := by
  have huu : inner ℂ u u = (1 : ℂ) := by
    rw [inner_self_eq_norm_sq_to_K, hu]; simp
  have h0 := kramers_orthogonal hT u
  have h0' : inner ℂ u (T u) = (0 : ℂ) := inner_eq_zero_symm.mp h0
  simp only [reflection_apply, inner_sub_right, inner_add_right, inner_smul_right,
    hT.inner_map, huu, h0, h0']
  module

/-- For a unit vector `u`, the reflection preserves all inner products. -/
theorem reflection_inner {T : E →ₗ⋆[ℂ] E} (hT : IsKramers T) {u : E}
    (hu : ‖u‖ = 1) (z w : E) :
    inner ℂ (reflection T u z) (reflection T u w) = inner ℂ z w := by
  have huu : inner ℂ u u = (1 : ℂ) := by
    rw [inner_self_eq_norm_sq_to_K, hu]; simp
  have h0 := kramers_orthogonal hT u
  have h0' : inner ℂ u (T u) = (0 : ℂ) := inner_eq_zero_symm.mp h0
  simp only [reflection_apply, inner_sub_left, inner_sub_right, inner_add_left,
    inner_add_right, inner_smul_left, inner_smul_right, hT.inner_map, huu, h0, h0',
    inner_conj_symm, map_ofNat]
  ring

/-- For a nonzero vector `v` that is a real multiple of the unit vector `u`, the reflection
takes the usual Householder form with `‖v‖ ^ 2` in the denominator. -/
theorem reflection_formula (T : E →ₗ⋆[ℂ] E) {u v : E} {r : ℝ} (hu : ‖u‖ = 1)
    (hv : v ≠ 0) (h : v = (r : ℂ) • u) (z : E) :
    reflection T u z =
      z - (2 / (‖v‖ : ℂ) ^ 2) • (inner ℂ v z • v + inner ℂ (T v) z • T v) := by
  have hr : (r : ℂ) ≠ 0 := fun h0 => hv (by rw [h, h0, zero_smul])
  have hn : (‖v‖ : ℂ) ^ 2 = (r : ℂ) ^ 2 := by
    rw [h, norm_smul, hu, mul_one, Complex.norm_real, Real.norm_eq_abs,
      ← Complex.ofReal_pow, sq_abs, Complex.ofReal_pow]
  have key : 2 / (r : ℂ) ^ 2 * ((r : ℂ) * r) = 2 := by field_simp
  have e : inner ℂ v z • v + inner ℂ (T v) z • T v
      = ((r : ℂ) * r) • (inner ℂ u z • u + inner ℂ (T u) z • T u) := by
    simp only [h, map_smulₛₗ, inner_smul_left, Complex.conj_ofReal]
    module
  rw [reflection_apply, hn, e, smul_smul, key]

/-- Let `x ≠ y` have equal norms, real overlap and `⟨x, T y⟩ = 0`, and let `u` be a unit
vector along `x - y`. The Householder reflection through the Kramers pair of `x - y` is
unitary, commutes with time reversal and maps `x` to `y`. -/
theorem kramers_householder {T : E →ₗ⋆[ℂ] E} (hT : IsKramers T) {x y u : E} {r : ℝ}
    (hu : ‖u‖ = 1) (hxy : x ≠ y) (h : x - y = (r : ℂ) • u)
    (hnorm : ‖x‖ = ‖y‖) (hreal : (inner ℂ x y).im = 0) (horth : inner ℂ x (T y) = 0) :
    (∀ z, reflection T u z = z - (2 / (‖x - y‖ : ℂ) ^ 2) •
      (inner ℂ (x - y) z • (x - y) + inner ℂ (T (x - y)) z • T (x - y))) ∧
    (∀ z w, inner ℂ (reflection T u z) (reflection T u w) = inner ℂ z w) ∧
    Function.Surjective (reflection T u) ∧
    (∀ z, reflection T u (T z) = T (reflection T u z)) ∧
    reflection T u x = y := by
  refine ⟨reflection_formula T hu (sub_ne_zero.mpr hxy) h, reflection_inner hT hu,
    fun z => ⟨_, reflection_involutive hT hu z⟩, reflection_commutes hT u, ?_⟩
  have hr : (r : ℂ) ≠ 0 := fun h0 =>
    sub_ne_zero.mpr hxy (by rw [h, h0, zero_smul])
  have huu : inner ℂ u u = (1 : ℂ) := by
    rw [inner_self_eq_norm_sq_to_K, hu]; simp
  have hxx : inner ℂ x x = inner ℂ y y := by
    rw [inner_self_eq_norm_sq_to_K (𝕜 := ℂ) x, inner_self_eq_norm_sq_to_K (𝕜 := ℂ) y, hnorm]
  have hyx : inner ℂ y x = inner ℂ x y := by
    rw [← inner_conj_symm y x]
    exact Complex.conj_eq_iff_im.mpr hreal
  have hyx0 : inner ℂ (T y) x = 0 := inner_eq_zero_symm.mp horth
  have hA := congrArg (fun w => inner ℂ w x) h
  have hB := congrArg (fun w => inner ℂ w w) h
  have hC := congrArg (fun w => inner ℂ (T w) x) h
  simp only [inner_sub_left, inner_smul_left, Complex.conj_ofReal] at hA
  simp only [inner_sub_left, inner_sub_right, inner_smul_left, inner_smul_right,
    Complex.conj_ofReal, huu] at hB
  simp only [map_sub, map_smulₛₗ, inner_sub_left, inner_smul_left, Complex.conj_ofReal,
    kramers_orthogonal hT x, hyx0] at hC
  -- the component of `x` along `u` is half of `r`
  have h2 : 2 * inner ℂ u x = (r : ℂ) :=
    mul_left_cancel₀ hr (by linear_combination -2 * hA + hB + hxx - hyx)
  -- `x` has no component along the time-reversed partner
  have h3 : inner ℂ (T u) x = 0 :=
    mul_left_cancel₀ hr (by linear_combination -hC)
  rw [reflection_apply, h3, zero_smul, add_zero, smul_smul, h2, ← h, sub_sub_cancel]

/-- Conversely, a state and its image under any reflection through a normalised Kramers
pair have equal norms and real overlap, and the state is orthogonal to the time-reversed
image. -/
theorem conditions_necessary {T : E →ₗ⋆[ℂ] E} (hT : IsKramers T) {u : E}
    (hu : ‖u‖ = 1) (x : E) :
    ‖x‖ = ‖reflection T u x‖ ∧ (inner ℂ x (reflection T u x)).im = 0 ∧
      inner ℂ x (T (reflection T u x)) = 0 := by
  refine ⟨?_, ?_, ?_⟩
  · have h := congrArg Complex.re (reflection_inner hT hu x x)
    have h1 := inner_self_eq_norm_sq (𝕜 := ℂ) x
    have h2 := inner_self_eq_norm_sq (𝕜 := ℂ) (reflection T u x)
    simp only [RCLike.re_eq_complex_re] at h1 h2
    rw [h1, h2] at h
    exact ((sq_eq_sq₀ (norm_nonneg _) (norm_nonneg _)).mp h).symm
  · -- the reflection is its own adjoint
    have h := reflection_inner hT hu x (reflection T u x)
    rw [reflection_involutive hT hu] at h
    apply Complex.conj_eq_iff_im.mp
    rw [inner_conj_symm]
    exact h
  · have h := reflection_inner hT hu x (reflection T u (T x))
    rw [reflection_involutive hT hu, reflection_commutes hT] at h
    have h' := inner_antisymm hT x (reflection T u x)
    apply inner_eq_zero_symm.mp
    have h2 := congrArg conj h
    rw [inner_conj_symm, inner_conj_symm] at h2
    linear_combination (1 / 2 : ℂ) * h' - (1 / 2 : ℂ) * h2

/-- Time reversal on two spin-1/2 doublets: `(a, b, c, d)` goes to `(-b*, a*, -d*, c*)`. -/
def doubletT : EuclideanSpace ℂ (Fin 4) →ₗ⋆[ℂ] EuclideanSpace ℂ (Fin 4) where
  toFun z := !₂[-conj (z 1), conj (z 0), -conj (z 3), conj (z 2)]
  map_add' a b := by
    ext i
    fin_cases i <;> simp <;> ring
  map_smul' c a := by
    ext i
    fin_cases i <;> simp

/-- On two spin-1/2 doublets, the vectors `(2, 0, 1, 0)` and `(2, 0, -1, 0)` with unit vector
`(0, 0, 1, 0)` meet all hypotheses of the main theorem. -/
theorem kramers_householder_witness :
    let x : EuclideanSpace ℂ (Fin 4) := !₂[2, 0, 1, 0]
    let y : EuclideanSpace ℂ (Fin 4) := !₂[2, 0, -1, 0]
    let u : EuclideanSpace ℂ (Fin 4) := !₂[0, 0, 1, 0]
    IsKramers doubletT ∧ ‖u‖ = 1 ∧ x ≠ y ∧ x - y = ((2 : ℝ) : ℂ) • u ∧
      ‖x‖ = ‖y‖ ∧ (inner ℂ x y).im = 0 ∧ inner ℂ x (doubletT y) = 0 := by
  intro x y u
  refine ⟨⟨fun a b => ?_, fun a => ?_⟩, ?_, fun h => ?_, ?_, ?_, ?_, ?_⟩
  · simp [doubletT, PiLp.inner_apply, Fin.sum_univ_four]
    ring
  · ext i
    fin_cases i <;> simp [doubletT]
  · simp [u, EuclideanSpace.norm_eq, Fin.sum_univ_four]
  · have h2 := congrArg (fun w : EuclideanSpace ℂ (Fin 4) => (w 2).re) h
    have h3 : (1 : ℂ).re = (-1 : ℂ).re := h2
    norm_num at h3
  · ext i
    fin_cases i <;> norm_num [x, y, u]
  · simp [x, y, EuclideanSpace.norm_eq, Fin.sum_univ_four]
  · simp [x, y, PiLp.inner_apply, Fin.sum_univ_four]
  · simp [x, y, doubletT, PiLp.inner_apply, Fin.sum_univ_four]

end

end KramersHouseholder
```

```lean
#print axioms KramersHouseholder.kramers_householder
#print axioms KramersHouseholder.conditions_necessary
```

```
'KramersHouseholder.kramers_householder' depends on axioms: [propext, Classical.choice, Quot.sound]
'KramersHouseholder.conditions_necessary' depends on axioms: [propext, Classical.choice, Quot.sound]
```

## What is established, and for which maps

The type `E →ₗ⋆[ℂ] E` holds conjugate-linear maps, and `IsKramers` adds the two conditions on \(T\). The space `E` may be infinite-dimensional; if its dimension is finite, the existence of such a \(T\) forces it to be even. `reflection T u` is \(P\), defined as a complex-linear map for every `u`; the theorems on unitarity require `‖u‖ = 1`.

`kramers_householder` takes `u`, `r` and the conditions on `x` and `y` as hypotheses. Its five conclusions are the formula with \(\|x-y\|^2\), preservation of inner products, surjectivity, commutation with \(T\), and \(Px=y\). The second and third together express unitarity.

The proof follows the derivation. `inner_antisymm` and `kramers_orthogonal` supply the partner relations. `reflection_commutes`, `reflection_involutive` and `reflection_inner` expand the definition and simplify the inner products; `module` or `ring` then compares coefficients. `reflection_formula` does the rescaling by \(r^2\). In the main theorem, `hA`, `hB` and `hC` come from inserting \(x-y=ru\) into \(\langle\,\cdot\,,x\rangle\), the squared norm and \(\langle T\,\cdot\,,x\rangle\). `linear_combination` combines them, and `mul_left_cancel₀` cancels \(r\), giving the two components of \(x\) in `h2` and `h3`.

`conditions_necessary` proves the converse for reflections of this form only. Other unitaries that commute with \(T\) can connect vectors that violate one of these conditions. For example, the rotation \((a,b,c,d)\mapsto(-c,-d,a,b)\) commutes with the doublet time reversal and sends \((1,0,i,0)\) to \((-i,0,1,0)\), and the overlap of these two vectors is \(-2i\). `kramers_householder_witness` verifies all the hypotheses for \((2,0,1,0)\) and \((2,0,-1,0)\) with the doublet time reversal used above.

The theorems concern exact complex arithmetic. Rounding errors, the loss of accuracy when \(x\) and \(y\) nearly coincide, and the correctness of any particular implementation need separate analysis.
